# No nonzero state of an odd spin-1/2 ring with N ≥ 5 sites avoids spin 3/2 on every consecutive triple

**Q:** Five spins 1/2 form a ring. Can a nonzero state ψ have no spin-3/2 part on any three neighbours?

**A:** No. Its amplitudes after the three pair swaps within a triple must sum to zero (derived below). On the last three sites:

ψ(↑↑↓↑↓) = −ψ(↑↑↑↓↓) − ψ(↑↑↓↓↑)

Both right-hand configurations contain three equal neighbours round the ring, where the condition reads 3ψ = 0. Up to rotation and global spin reversal, so do all others.

**Q:** Does the code contain physical spins?

**A:** Yes, with ħ = 1. `ZMod N` closes the ring, and `quartet` is T = (S² − 3/4)/3, with S the triple's total spin. `FrustrationFree` means Tψ = 0 on every consecutive triple.

```lean
import Mathlib

open Equiv ComplexConjugate

namespace MajumdarGhoshOddRing

noncomputable section

/-- A state of `N` spins 1/2 on a ring: one complex amplitude per configuration (`true` is up). -/
abbrev State (N : ℕ) := (ZMod N → Bool) → ℂ

variable {N : ℕ}

/-- The configuration with the spin at site `i` reversed. -/
def flipAt (i : ZMod N) (σ : ZMod N → Bool) : ZMod N → Bool := Function.update σ i (!σ i)

/-- The sign `+1` for spin up and `-1` for spin down. -/
def sgn (b : Bool) : ℂ := if b then 1 else -1

/-- The spin component `Sx` at site `i`. -/
def spinX (i : ZMod N) (ψ : State N) : State N := fun σ => 1 / 2 * ψ (flipAt i σ)

/-- The spin component `Sy` at site `i`. -/
def spinY (i : ZMod N) (ψ : State N) : State N :=
  fun σ => -Complex.I / 2 * sgn (σ i) * ψ (flipAt i σ)

/-- The spin component `Sz` at site `i`. -/
def spinZ (i : ZMod N) (ψ : State N) : State N := fun σ => 1 / 2 * sgn (σ i) * ψ σ

/-- The scalar product `Si · Sj` of two spin operators. -/
def dot (i j : ZMod N) (ψ : State N) : State N := fun σ =>
  spinX i (spinX j ψ) σ + spinY i (spinY j ψ) σ + spinZ i (spinZ j ψ) σ

/-- The operator `(S² - 3/4) / 3`, with `S = Sa + Sb + Sc` the total spin of three sites. -/
def quartet (a b c : ZMod N) (ψ : State N) : State N := fun σ =>
  1 / 3 * ((∑ p : Fin 3, ∑ q : Fin 3, dot (![a, b, c] p) (![a, b, c] q) ψ σ) - 3 / 4 * ψ σ)

/-- The state is annihilated by the quartet operators of all consecutive triples. -/
def FrustrationFree (ψ : State N) : Prop := ∀ i : ZMod N, quartet i (i + 1) (i + 2) ψ = 0

/-- The Majumdar-Ghosh Hamiltonian, the sum of `Si · Si+1 + (1/2) Si · Si+2` over the ring. -/
def hamiltonian [NeZero N] (ψ : State N) : State N := fun σ =>
  ∑ i : ZMod N, (dot i (i + 1) ψ σ + 1 / 2 * dot i (i + 2) ψ σ)

/-- The inner product of two states. -/
def braket [NeZero N] (φ ψ : State N) : ℂ := ∑ σ, conj (φ σ) * ψ σ

/-- The site reached after `m` steps around the ring from site 0. -/
def site (N m : ℕ) : ZMod N := (m : ZMod N)
```

**Q:** Why swaps?

**A:** Let Pij exchange spins i and j. For equal spins the x and y terms cancel, leaving 1/4; for opposite spins they give Pij/2, and z gives −1/4. Thus

Si·Sj = Pij/2 − 1/4

S² = 9/4 + 2(Sa·Sb + Sb·Sc + Sa·Sc) = 3/4 + Pab + Pbc + Pac

T = (Pab + Pbc + Pac)/3

```lean
/-- Exchanging two equal spins leaves a configuration unchanged. -/
theorem comp_swap_same {σ : ZMod N → Bool} {i j : ZMod N} (h : σ i = σ j) :
    σ ∘ swap i j = σ := by
  funext k
  simp only [Function.comp_apply, swap_apply_def]
  split_ifs with h1 h2
  · rw [h1, h]
  · rw [h2, h]
  · rfl

/-- Dirac's exchange identity: on distinct sites `Si · Sj` is half the spin exchange minus 1/4. -/
theorem dot_eq_swap {i j : ZMod N} (h : i ≠ j) (ψ : State N) (σ : ZMod N → Bool) :
    dot i j ψ σ = 1 / 2 * ψ (σ ∘ swap i j) - 1 / 4 * ψ σ := by
  have hj : flipAt i σ j = σ j := by simp [flipAt, h.symm]
  simp only [dot, spinX, spinY, spinZ, hj]
  by_cases hσ : σ i = σ j
  · have hss : sgn (σ i) * sgn (σ j) = 1 := by
      rw [hσ]; cases σ j <;> simp [sgn]
    rw [comp_swap_same hσ]
    linear_combination (Complex.I ^ 2 / 4 * ψ (flipAt j (flipAt i σ)) + ψ σ / 4) * hss
      + ψ (flipAt j (flipAt i σ)) / 4 * Complex.I_sq
  · -- reversing two opposite spins is the same as exchanging them
    have hb : σ j = !σ i := (by decide : ∀ x y : Bool, x ≠ y → y = !x) _ _ hσ
    have hss : sgn (σ i) * sgn (σ j) = -1 := by
      rw [hb]; cases σ i <;> simp [sgn]
    have hs : flipAt j (flipAt i σ) = σ ∘ swap i j := by
      funext k
      by_cases h1 : k = i <;> by_cases h2 : k = j <;>
        simp [flipAt, swap_apply_def, Function.update_apply, h1, h2, h, h.symm, hb]
    rw [hs]
    linear_combination (Complex.I ^ 2 / 4 * ψ (σ ∘ swap i j) + ψ σ / 4) * hss
      - ψ (σ ∘ swap i j) / 4 * Complex.I_sq

/-- On three distinct sites the quartet operator is the mean of the three pair exchanges. -/
theorem quartet_eq_swaps {a b c : ZMod N} (hab : a ≠ b) (hbc : b ≠ c) (hac : a ≠ c)
    (ψ : State N) (σ : ZMod N → Bool) : quartet a b c ψ σ =
      (ψ (σ ∘ swap a b) + ψ (σ ∘ swap b c) + ψ (σ ∘ swap a c)) / 3 := by
  have hself : ∀ i, dot i i ψ σ = 3 / 4 * ψ σ := by
    intro i
    have h1 : flipAt i σ i = !σ i := by simp [flipAt]
    have h2 : flipAt i (flipAt i σ) = σ := by simp [flipAt]
    have h3 : sgn (σ i) * sgn (!σ i) = -1 := by cases σ i <;> simp [sgn]
    have h4 : sgn (σ i) * sgn (σ i) = 1 := by cases σ i <;> simp [sgn]
    simp only [dot, spinX, spinY, spinZ, h1, h2]
    linear_combination Complex.I ^ 2 * ψ σ / 4 * h3 + ψ σ / 4 * h4 - ψ σ / 4 * Complex.I_sq
  simp only [quartet, Fin.sum_univ_three, Matrix.cons_val]
  rw [hself, hself, hself, dot_eq_swap hab, dot_eq_swap hab.symm, dot_eq_swap hbc,
    dot_eq_swap hbc.symm, dot_eq_swap hac, dot_eq_swap hac.symm,
    swap_comm b a, swap_comm c b, swap_comm c a]
  ring
```

Since S² is 3/4 or 15/4, T is a projector. Lean checks T² = T on eight spin patterns, and symmetry by relabelling configurations.

```lean
/-- On three distinct sites the quartet operator is an orthogonal projector:
it is idempotent and symmetric. -/
theorem quartet_projector [NeZero N] {a b c : ZMod N} (hab : a ≠ b) (hbc : b ≠ c) (hac : a ≠ c)
    (φ ψ : State N) : quartet a b c (quartet a b c ψ) = quartet a b c ψ ∧
      braket φ (quartet a b c ψ) = braket (quartet a b c φ) ψ := by
  have hq := quartet_eq_swaps hab hbc hac
  constructor
  · funext σ
    -- F p q r is σ with the three spins replaced by p, q, r
    obtain ⟨F, hF, s1, s2, s3⟩ : ∃ F : Bool → Bool → Bool → (ZMod N → Bool),
        F (σ a) (σ b) (σ c) = σ ∧ (∀ p q r, F p q r ∘ swap a b = F q p r) ∧
        (∀ p q r, F p q r ∘ swap b c = F p r q) ∧ (∀ p q r, F p q r ∘ swap a c = F r q p) := by
      refine ⟨fun p q r k => if k = a then p else if k = b then q else if k = c then r else σ k,
        ?_, ?_, ?_, ?_⟩
      · funext k
        by_cases h1 : k = a <;> by_cases h2 : k = b <;> by_cases h3 : k = c <;>
          simp [h1, h2, h3, hab.symm, hbc.symm, hac.symm]
      all_goals
        intro p q r
        funext k
        by_cases h1 : k = a <;> by_cases h2 : k = b <;> by_cases h3 : k = c <;>
          simp [swap_apply_def, h1, h2, h3, hab, hbc, hac, hab.symm, hbc.symm, hac.symm]
    rw [← hF]
    simp only [hq, s1, s2, s3]
    generalize σ a = p
    generalize σ b = q
    generalize σ c = r
    cases p <;> cases q <;> cases r <;> ring
  · have hs : ∀ i j : ZMod N, ∑ σ, conj (φ σ) * ψ (σ ∘ swap i j) =
        ∑ σ, conj (φ (σ ∘ swap i j)) * ψ σ := by
      intro i j
      have hinv : Function.Involutive (fun σ : ZMod N → Bool => σ ∘ swap i j) := by
        intro σ; funext k; simp
      refine Fintype.sum_equiv hinv.toPerm _ _ fun σ => ?_
      change _ = conj (φ ((σ ∘ swap i j) ∘ swap i j)) * ψ (σ ∘ swap i j)
      rw [show (σ ∘ swap i j) ∘ swap i j = σ from hinv σ]
    have e1 : braket φ (quartet a b c ψ) = (∑ σ, conj (φ σ) * ψ (σ ∘ swap a b) +
        ∑ σ, conj (φ σ) * ψ (σ ∘ swap b c) + ∑ σ, conj (φ σ) * ψ (σ ∘ swap a c)) / 3 := by
      rw [← Finset.sum_add_distrib, ← Finset.sum_add_distrib, Finset.sum_div]
      refine Finset.sum_congr rfl fun σ _ => ?_
      rw [hq]; ring
    rw [e1, hs, hs, hs, ← Finset.sum_add_distrib, ← Finset.sum_add_distrib, Finset.sum_div]
    refine Finset.sum_congr rfl fun σ _ => ?_
    rw [hq, map_div₀, map_add, map_add, map_ofNat]; ring
```

Let Tψ = 0 on a triple. If its outer spins agree in σ, Pac changes nothing, so ψ(σ) is minus the sum of the two neighbour-swapped amplitudes.

```lean
/-- Sites fewer than `N` steps apart, and at least one, are distinct. -/
theorem site_ne {m n : ℕ} (h1 : m < n) (h2 : n < m + N) : site N m ≠ site N n := by
  intro h
  have h0 : ((n - m : ℕ) : ZMod N) = 0 := by
    rw [Nat.cast_sub h1.le]; exact sub_eq_zero.mpr h.symm
  rw [CharP.cast_eq_zero_iff (ZMod N) N] at h0
  have := Nat.le_of_dvd (by omega) h0
  omega

/-- For `N ≥ 3`, if the outer spins of a consecutive triple agree, the amplitude of a
frustration-free state is minus the sum of those with the middle spin exchanged either way. -/
theorem triple_relation (hN : 3 ≤ N) {ψ : State N} (hψ : FrustrationFree ψ) (m : ℕ)
    (σ : ZMod N → Bool) (h : σ (site N m) = σ (site N (m + 2))) :
    ψ σ = -(ψ (σ ∘ swap (site N m) (site N (m + 1))) +
      ψ (σ ∘ swap (site N (m + 1)) (site N (m + 2)))) := by
  have h0 := congrFun (hψ (site N m)) σ
  have a1 : site N m + 1 = site N (m + 1) := by simp [site]
  have a2 : site N m + 2 = site N (m + 2) := by simp [site]
  rw [a1, a2, quartet_eq_swaps (site_ne (by omega) (by omega)) (site_ne (by omega) (by omega))
    (site_ne (by omega) (by omega)), comp_swap_same h, Pi.zero_apply] at h0
  linear_combination 3 * h0
```

**Q:** And longer rings?

**A:** Call two equal neighbours a wall. Two walls an odd distance apart force zero amplitude, by induction on the distance. At distance 1 there are three equal spins. Otherwise, up to spin reversal, the first wall continues in one of three ways: ↑↑↑ vanishes; ↑↑↓↓ has a wall two sites closer to the other; in ↑↑↓↑, one swap moves the wall two sites closer, the second makes three equal spins.

```lean
/-- A frustration-free state has zero amplitude on configurations with two pairs of equal
neighbours an odd distance `2k + 1` apart, when `2k + 2 < N`. -/
theorem amplitude_two_walls {ψ : State N} (hψ : FrustrationFree ψ) (k : ℕ) :
    ∀ (m n : ℕ) (σ : ZMod N → Bool), n = m + 2 * k + 1 → 2 * k + 2 < N →
      σ (site N m) = σ (site N (m + 1)) → σ (site N n) = σ (site N (n + 1)) → ψ σ = 0 := by
  have triple : 3 ≤ N → ∀ (m : ℕ) (σ : ZMod N → Bool), σ (site N m) = σ (site N (m + 1)) →
      σ (site N (m + 1)) = σ (site N (m + 2)) → ψ σ = 0 := by
    intro hN m σ h1 h2
    have h := triple_relation hN hψ m σ (h1.trans h2)
    rw [comp_swap_same h1, comp_swap_same h2] at h
    linear_combination h / 3
  induction k with
  | zero =>
    intro m n σ hn hk h1 h2
    obtain rfl : n = m + 1 := by omega
    exact triple (by omega) m σ h1 h2
  | succ k ih =>
    intro m n σ hn hk h1 hw
    by_cases h2 : σ (site N (m + 1)) = σ (site N (m + 2))
    · exact triple (by omega) m σ h1 h2
    by_cases h3 : σ (site N (m + 2)) = σ (site N (m + 3))
    · exact ih (m + 2) n σ (by omega) (by omega) h3 hw
    have h4 : σ (site N (m + 1)) = σ (site N (m + 3)) :=
      (by decide : ∀ x y z : Bool, x ≠ y → y ≠ z → x = z) _ _ _ h2 h3
    have hr : ψ σ = -(ψ (σ ∘ swap (site N (m + 1)) (site N (m + 2))) +
        ψ (σ ∘ swap (site N (m + 2)) (site N (m + 3)))) :=
      triple_relation (by omega) hψ (m + 1) σ h4
    have e : ∀ x, m + 3 ≤ x → x < m + 1 + N →
        swap (site N (m + 1)) (site N (m + 2)) (site N x) = site N x := fun x _ _ =>
      swap_apply_of_ne_of_ne (site_ne (by omega) (by omega)).symm
        (site_ne (by omega) (by omega)).symm
    have f : ∀ x, m ≤ x → x < m + 2 →
        swap (site N (m + 2)) (site N (m + 3)) (site N x) = site N x := fun x _ _ =>
      swap_apply_of_ne_of_ne (site_ne (by omega) (by omega)) (site_ne (by omega) (by omega))
    -- the first exchange moves the wall two sites on, the second makes three equal spins
    have z1 : ψ (σ ∘ swap (site N (m + 1)) (site N (m + 2))) = 0 := by
      refine ih (m + 2) n _ (by omega) (by omega) ?_ ?_
      · rw [Function.comp_apply, Function.comp_apply, swap_apply_right,
          e (m + 2 + 1) (by omega) (by omega)]
        exact h4
      · rw [Function.comp_apply, Function.comp_apply, e n (by omega) (by omega),
          e (n + 1) (by omega) (by omega)]
        exact hw
    have z2 : ψ (σ ∘ swap (site N (m + 2)) (site N (m + 3))) = 0 := by
      refine triple (by omega) m _ ?_ ?_
      · rw [Function.comp_apply, Function.comp_apply, f m (by omega) (by omega),
          f (m + 1) (by omega) (by omega)]
        exact h1
      · rw [Function.comp_apply, Function.comp_apply, f (m + 1) (by omega) (by omega),
          swap_apply_left]
        exact h4
    rw [hr, z1, z2]; simp
```

An odd ring cannot alternate, so it has a wall, at m say. Another at m+1, m+2 or m+3 lies an odd distance away in one direction. Otherwise, the triple at m+2 swaps into two vanishing cases.

```lean
/-- On a ring of odd length `N ≥ 5`, only the zero vector is annihilated by the spin-3/2
projectors of all consecutive triples. -/
theorem frustrationFree_eq_zero (hN : 5 ≤ N) (hodd : Odd N) {ψ : State N}
    (hψ : FrustrationFree ψ) : ψ = 0 := by
  obtain ⟨j, hj⟩ := hodd
  have bool3 : ∀ x y z : Bool, x ≠ y → y ≠ z → x = z := by decide
  have wrap : ∀ m, site N (m + N) = site N m := by intro m; simp [site]
  funext σ
  -- an odd ring cannot alternate perfectly
  obtain ⟨m, h1⟩ : ∃ m, σ (site N m) = σ (site N (m + 1)) := by
    by_contra hc
    have hne : ∀ m, σ (site N m) ≠ σ (site N (m + 1)) := fun m h => hc ⟨m, h⟩
    have heven : ∀ l, σ (site N 0) = σ (site N (2 * l)) := by
      intro l
      induction l with
      | zero => rfl
      | succ l ih => exact ih.trans (bool3 _ _ _ (hne (2 * l)) (hne (2 * l + 1)))
    apply hne (2 * j)
    rw [← heven j, ← hj, ← wrap 0, Nat.zero_add]
  have h1' : σ (site N (m + N)) = σ (site N (m + N + 1)) := by
    rw [show m + N + 1 = m + 1 + N by omega, wrap, wrap]; exact h1
  change ψ σ = 0
  by_cases h2 : σ (site N (m + 1)) = σ (site N (m + 2))
  · exact amplitude_two_walls hψ 0 m (m + 1) σ (by omega) (by omega) h1 h2
  by_cases h3 : σ (site N (m + 2)) = σ (site N (m + 3))
  · exact amplitude_two_walls hψ (j - 1) (m + 2) (m + N) σ (by omega) (by omega) h3 h1'
  by_cases h4 : σ (site N (m + 3)) = σ (site N (m + 4))
  · exact amplitude_two_walls hψ 1 m (m + 3) σ (by omega) (by omega) h1 h4
  -- no wall at m + 1, m + 2 or m + 3: use the triple starting at m + 2
  have hr : ψ σ = -(ψ (σ ∘ swap (site N (m + 2)) (site N (m + 3))) +
      ψ (σ ∘ swap (site N (m + 3)) (site N (m + 4)))) :=
    triple_relation (by omega) hψ (m + 2) σ (bool3 _ _ _ h3 h4)
  have f : ∀ d x, 2 ≤ d → d ≤ 3 → m ≤ x → x < m + d →
      swap (site N (m + d)) (site N (m + d + 1)) (site N x) = site N x := fun d x _ _ _ _ =>
    swap_apply_of_ne_of_ne (site_ne (by omega) (by omega)) (site_ne (by omega) (by omega))
  have z1 : ψ (σ ∘ swap (site N (m + 2)) (site N (m + 2 + 1))) = 0 := by
    refine amplitude_two_walls hψ 0 m (m + 1) _ (by omega) (by omega) ?_ ?_
    · rw [Function.comp_apply, Function.comp_apply, f 2 m (by omega) (by omega) (by omega)
        (by omega), f 2 (m + 1) (by omega) (by omega) (by omega) (by omega)]
      exact h1
    · rw [Function.comp_apply, Function.comp_apply, f 2 (m + 1) (by omega) (by omega) (by omega)
        (by omega), show m + 1 + 1 = m + 2 by omega, swap_apply_left]
      exact bool3 _ _ _ h2 h3
  have z2 : ψ (σ ∘ swap (site N (m + 3)) (site N (m + 3 + 1))) = 0 := by
    refine amplitude_two_walls hψ (j - 1) (m + 2) (m + N) _ (by omega) (by omega) ?_ ?_
    · rw [Function.comp_apply, Function.comp_apply, f 3 (m + 2) (by omega) (by omega) (by omega)
        (by omega), show m + 2 + 1 = m + 3 by omega, swap_apply_left]
      exact bool3 _ _ _ h3 h4
    · rw [show m + N + 1 = m + 1 + N by omega, wrap, wrap, Function.comp_apply,
        Function.comp_apply, f 3 m (by omega) (by omega) (by omega) (by omega),
        f 3 (m + 1) (by omega) (by omega) (by omega) (by omega)]
      exact h1
  rw [hr, z1, z2]; simp
```

**Q:** What about energy?

**A:** The Majumdar-Ghosh Hamiltonian is H = Σ (Si·Si+1 + ½ Si·Si+2), summed over the ring. With Ti the projector T on sites i, i+1 and i+2,

H = (3/4) Σ Ti − 3N/8

⟨ψ|Ti|ψ⟩ = ‖Tiψ‖²

For odd N ≥ 5 some Tiψ is nonzero, so a normalised state has energy above −3N/8. In exact diagonalisation of such rings, with couplings 1 between nearest and 1/2 between second neighbours, that value is therefore a strict lower bound. Describing a real magnet by this isolated, isotropic ring remains an assumption.

```lean
/-- On a ring of odd length `N ≥ 5`, every nonzero state has Majumdar-Ghosh energy expectation
strictly above `-3N/8` times its squared norm. -/
theorem energy_gt [NeZero N] (hN : 5 ≤ N) (hodd : Odd N) {ψ : State N} (h0 : ψ ≠ 0) :
    -(3 * N / 8) * (braket ψ ψ).re < (braket ψ (hamiltonian ψ)).re := by
  have n1 : (1 : ZMod N) ≠ 0 := fun h =>
    site_ne (N := N) (m := 0) (n := 1) (by omega) (by omega) (by simpa [site] using h.symm)
  have n2 : (2 : ZMod N) ≠ 0 := fun h =>
    site_ne (N := N) (m := 0) (n := 2) (by omega) (by omega) (by simpa [site] using h.symm)
  have h01 : ∀ i : ZMod N, i ≠ i + 1 := fun i h => n1 (by linear_combination -h)
  have h12 : ∀ i : ZMod N, i + 1 ≠ i + 2 := fun i h => n1 (by linear_combination -h)
  have h02 : ∀ i : ZMod N, i ≠ i + 2 := fun i h => n2 (by linear_combination -h)
  -- the Hamiltonian as 3/4 of the sum of projectors, minus the constant 3N/8
  have hpt : ∀ σ, hamiltonian ψ σ =
      3 / 4 * ∑ i : ZMod N, quartet i (i + 1) (i + 2) ψ σ - 3 * N / 8 * ψ σ := by
    intro σ
    have hshift : ∑ i : ZMod N, ψ (σ ∘ swap (i + 1) (i + 2)) =
        ∑ i : ZMod N, ψ (σ ∘ swap i (i + 1)) := by
      refine Fintype.sum_equiv (Equiv.addRight (1 : ZMod N)) _ _ fun i => ?_
      rw [Equiv.coe_addRight, show i + 1 + 1 = i + 2 by ring]
    calc hamiltonian ψ σ = ∑ i : ZMod N, (3 / 4 * quartet i (i + 1) (i + 2) ψ σ +
          (1 / 4 * ψ (σ ∘ swap i (i + 1)) - 1 / 4 * ψ (σ ∘ swap (i + 1) (i + 2)))
          - 3 / 8 * ψ σ) := by
          refine Finset.sum_congr rfl fun i _ => ?_
          rw [dot_eq_swap (h01 i), dot_eq_swap (h02 i),
            quartet_eq_swaps (h01 i) (h12 i) (h02 i)]
          ring
      _ = _ := by
          simp only [Finset.sum_sub_distrib, Finset.sum_add_distrib, ← Finset.mul_sum,
            Finset.sum_const, Finset.card_univ, ZMod.card, nsmul_eq_mul, hshift]
          ring
  have hexp : braket ψ (hamiltonian ψ) =
      3 / 4 * ∑ i : ZMod N, braket ψ (quartet i (i + 1) (i + 2) ψ)
        - 3 * N / 8 * braket ψ ψ := by
    simp only [braket, hpt]
    rw [Finset.sum_comm, Finset.mul_sum, Finset.mul_sum, ← Finset.sum_sub_distrib]
    refine Finset.sum_congr rfl fun σ _ => ?_
    rw [← Finset.mul_sum]; ring
  have hsq : ∀ i : ZMod N, braket ψ (quartet i (i + 1) (i + 2) ψ) =
      braket (quartet i (i + 1) (i + 2) ψ) (quartet i (i + 1) (i + 2) ψ) := by
    intro i
    have p := quartet_projector (h01 i) (h12 i) (h02 i) ψ
    have q := (p (quartet i (i + 1) (i + 2) ψ)).2
    rwa [(p ψ).1] at q
  have hn : ∀ φ : State N, braket φ φ = ((∑ σ, Complex.normSq (φ σ) : ℝ) : ℂ) := by
    intro φ
    simp only [braket, Complex.ofReal_sum, Complex.normSq_eq_conj_mul_self]
  -- some projector does not annihilate ψ
  have hpos : 0 < ∑ i : ZMod N, ∑ σ, Complex.normSq (quartet i (i + 1) (i + 2) ψ σ) := by
    have hnot : ¬ ∀ i : ZMod N, quartet i (i + 1) (i + 2) ψ = 0 :=
      fun h => h0 (frustrationFree_eq_zero hN hodd h)
    obtain ⟨i, hi⟩ := not_forall.mp hnot
    obtain ⟨σ, hσ⟩ := Function.ne_iff.mp hi
    exact Finset.sum_pos' (fun _ _ => Finset.sum_nonneg fun _ _ => Complex.normSq_nonneg _)
      ⟨i, Finset.mem_univ _, Finset.sum_pos' (fun _ _ => Complex.normSq_nonneg _)
        ⟨σ, Finset.mem_univ _, Complex.normSq_pos.mpr hσ⟩⟩
  have hE : braket ψ (hamiltonian ψ) =
      ((3 / 4 * ∑ i : ZMod N, ∑ σ, Complex.normSq (quartet i (i + 1) (i + 2) ψ σ)
        - 3 * N / 8 * ∑ σ, Complex.normSq (ψ σ) : ℝ) : ℂ) := by
    rw [hexp]
    simp only [hsq, hn]
    push_cast
    ring
  rw [hE, hn, Complex.ofReal_re, Complex.ofReal_re]
  linarith
```

**Q:** Would N ≥ 3 suffice?

**A:** No: `dimer`, a singlet on sites 0 and 1 times ↑ + ↓ on site 2, survives. Normalised, its nonzero amplitudes are ±1/2. Lean checks the swap sums case by case.

```lean
/-- Unnormalised amplitudes on three sites of a singlet on sites 0 and 1 times the sum of up and
down on site 2. -/
def dimer (σ : ZMod 3 → Bool) : ℤ := if σ 0 = σ 1 then 0 else if σ 0 then 1 else -1

set_option maxRecDepth 10000 in
/-- On the ring of three sites the nonzero state `dimer` is annihilated by the spin-3/2
projectors of all consecutive triples. -/
theorem three_sites_dimer : FrustrationFree (fun σ => (dimer σ : ℂ)) ∧
    (fun σ => (dimer σ : ℂ)) ≠ 0 := by
  have key : ∀ (i : ZMod 3) (σ : ZMod 3 → Bool), dimer (σ ∘ swap i (i + 1)) +
      dimer (σ ∘ swap (i + 1) (i + 2)) + dimer (σ ∘ swap i (i + 2)) = 0 := by
    unfold dimer; decide
  constructor
  · intro i
    funext σ
    have d : ∀ i : ZMod 3, i ≠ i + 1 ∧ i + 1 ≠ i + 2 ∧ i ≠ i + 2 := by decide
    rw [quartet_eq_swaps (d i).1 (d i).2.1 (d i).2.2, Pi.zero_apply]
    have h : ((dimer (σ ∘ swap i (i + 1)) + dimer (σ ∘ swap (i + 1) (i + 2)) +
        dimer (σ ∘ swap i (i + 2)) : ℤ) : ℂ) = 0 := by rw [key i σ]; simp
    push_cast at h
    rw [h, zero_div]
  · intro h
    have h1 := congrFun h (fun k => decide (k = 0))
    have h2 : dimer (fun k => decide (k = 0)) = 1 := by unfold dimer; decide
    simp [h2] at h1

end

end MajumdarGhoshOddRing
```
```lean
#print axioms MajumdarGhoshOddRing.triple_relation
#print axioms MajumdarGhoshOddRing.energy_gt
#print axioms MajumdarGhoshOddRing.three_sites_dimer
```

```
'MajumdarGhoshOddRing.triple_relation' depends on axioms: [propext, Classical.choice, Quot.sound]
'MajumdarGhoshOddRing.energy_gt' depends on axioms: [propext, Classical.choice, Quot.sound]
'MajumdarGhoshOddRing.three_sites_dimer' depends on axioms: [propext, Classical.choice, Quot.sound]
```
